# A product of single-site ground states is an exact eigenvector for non-interacting two-level sites

Take a finite set of N non-interacting sites, each with levels 0 and `D` > 0 and a real coupling `b` between them. The theorem `product_state_exact` says that the vector whose coefficient on a configuration `S` of excited sites is `amplitude D b ^ S.card` satisfies the eigenvalue equation at every `S`, with eigenvalue N(D − √(D² + 4b²))/2. The vector is unnormalised, with coefficient 1 on the configuration without excitations; dividing it by its norm leaves the eigenvalue unchanged. The proof evaluates the coupling sum with the ladder rule `toggle_sum`, then treats zero and nonzero excitation numbers separately, using the equations for a single site.

This version doesn't compile in Lean 4 with Mathlib:

```lean
import Mathlib

open Finset

namespace ProductStateExact

noncomputable section

variable {σ ι : Type*} [Fintype σ] [DecidableEq σ] [Fintype ι] [DecidableEq ι]

/-- Energy `D` for every excited site. -/
def siteEnergy (D : ℝ) (S : Finset ι) : ℝ := D * (S.card : ℝ)

/-- Matrix element of the perturbation: `b` between configurations that differ in
exactly one site, zero otherwise. -/
def toggle (b : ℝ) (S T : Finset ι) : ℝ := if (symmDiff S T).card = 1 then b else 0

/-- Ladder rule: on a function of the excitation number, the perturbation steps down in
`card S` ways and up in `N - card S` ways. -/
theorem toggle_sum (b : ℝ) (S : Finset ι) (g : ℕ → ℝ) :
    ∑ T, toggle b S T * g T.card = b * ((S.card : ℝ) * g (S.card - 1) +
      ((Fintype.card ι : ℝ) - S.card) * g (S.card + 1)) := by
  have hiff : ∀ (i : ι) (T : Finset ι), symmDiff S {i} = T ↔ symmDiff S T = {i} := by
    intro i T
    constructor
    · rintro rfl
      exact symmDiff_symmDiff_cancel_left S {i}
    · intro h
      rw [← h, symmDiff_symmDiff_cancel_left]
  -- the matrix element is a sum over the site that is toggled
  have hV : ∀ T, toggle b S T = ∑ i, if symmDiff S {i} = T then b else 0 := by
    intro T
    simp only [hiff]
    unfold toggle
    by_cases h : (symmDiff S T).card = 1
    · obtain ⟨k, hk⟩ := Finset.card_eq_one.mp h
      simp [hk]
    · rw [if_neg h, Finset.sum_eq_zero]
      intro i _
      rw [if_neg]
      intro hi
      exact h (by rw [hi, Finset.card_singleton])
  have hcard : ∀ i, (symmDiff S {i}).card = if i ∈ S then S.card - 1 else S.card + 1 := by
    intro i
    by_cases hi : i ∈ S
    · have h : symmDiff S {i} = S.erase i := by
        ext x
        by_cases hx : x = i <;> simp [Finset.mem_symmDiff, hx, hi]
      rw [h, Finset.card_erase_of_mem hi, if_pos hi]
    · have h : symmDiff S {i} = insert i S := by
        ext x
        by_cases hx : x = i <;> simp [Finset.mem_symmDiff, hx, hi]
      rw [h, Finset.card_insert_of_notMem hi, if_neg hi]
  calc ∑ T, toggle b S T * g T.card
      = ∑ T, ∑ i, (if symmDiff S {i} = T then b else 0) * g T.card := by
        simp only [hV, Finset.sum_mul]
    _ = ∑ i, b * g (symmDiff S {i}).card := by
        rw [Finset.sum_comm]
        refine Finset.sum_congr rfl fun i _ => ?_
        simp only [ite_mul, zero_mul, Finset.sum_ite_eq, Finset.mem_univ, if_true]
    _ = ∑ i, (b * g (S.card + 1) +
          if i ∈ S then b * (g (S.card - 1) - g (S.card + 1)) else 0) := by
        refine Finset.sum_congr rfl fun i _ => ?_
        rw [hcard i]
        split_ifs <;> ring
    _ = _ := by
        simp only [Finset.sum_add_distrib, Finset.sum_ite_mem, Finset.univ_inter,
          Finset.sum_const, nsmul_eq_mul, Finset.card_univ]
        ring

/-- Lower eigenvalue of the single-site problem with levels `0`, `D` and coupling `b`. -/
def cellEnergy (D b : ℝ) : ℝ := (D - √(D ^ 2 + 4 * b ^ 2)) / 2

/-- Excitation amplitude of one site, for `D > 0`. -/
def amplitude (D b : ℝ) : ℝ := -2 * b / (D + √(D ^ 2 + 4 * b ^ 2))

/-- For `D > 0`, the product state with one amplitude factor per excited site is an exact
eigenvector, with `N` times the single-site energy as eigenvalue. -/
theorem product_state_exact (D b : ℝ) (hD : 0 < D) (S : Finset ι) :
    siteEnergy D S * amplitude D b ^ S.card + ∑ T, toggle b S T * amplitude D b ^ T.card
      = (Fintype.card ι : ℝ) * cellEnergy D b * amplitude D b ^ S.card := by
  have hs : √(D ^ 2 + 4 * b ^ 2) ^ 2 = D ^ 2 + 4 * b ^ 2 := Real.sq_sqrt (by positivity)
  have hne : D + √(D ^ 2 + 4 * b ^ 2) ≠ 0 := by positivity
  have h0 : amplitude D b * (D + √(D ^ 2 + 4 * b ^ 2)) = -2 * b := div_mul_cancel₀ _ hne
  have h1 : b * amplitude D b = cellEnergy D b := by
    apply mul_right_cancel₀ hne
    unfold cellEnergy
    linear_combination b * h0 + (1 / 2) * hs
  -- the amplitude equation of a single site
  have h2 : D * amplitude D b + b - b * amplitude D b ^ 2 = 0 := by
    unfold cellEnergy at h1
    linear_combination (1 / 2) * h0 - amplitude D b * h1
  have h := toggle_sum b S (fun n => amplitude D b ^ n)
  simp only at h
  rw [h]
  unfold siteEnergy
  generalize S.card = n
  cases n with
  | zero =>
    simp only [Nat.cast_zero]
    linear_combination (Fintype.card ι : ℝ) * h1
  | succ m =>
    simp only [Nat.add_sub_cancel, Nat.cast_add, Nat.cast_one]
    linear_combination ((m : ℝ) + 1) * amplitude D b ^ m * h2 +
      (Fintype.card ι : ℝ) * amplitude D b ^ (m + 1) * h1

end

end ProductStateExact
```

The error:

```
Main.lean:94:2: error: `simp` made no progress
```

What went wrong. The message means that `simp only at h` found nothing to change in `h`, which `simp` treats as an error.

The line could only have served to tidy up after `toggle_sum` was applied to the function `fun n => amplitude D b ^ n`. One might expect `h` to contain that function still applied to `T.card`, waiting to be evaluated to `amplitude D b ^ T.card`. But when Lean infers the type of `toggle_sum b S (fun n => amplitude D b ^ n)`, it puts the function in place of `g` and evaluates these applications at once. So `h` is already in the evaluated form, and `simp only`, given no lemmas, has no work left.

The diff deletes the line. The next step, `rw [h]`, then finds the left side of `h` in the goal as it stands, and the rest of the proof goes through unchanged.

As a diff, the version that Lean accepts:

```diff
@@ -92,5 +92,4 @@
     linear_combination (1 / 2) * h0 - amplitude D b * h1
   have h := toggle_sum b S (fun n => amplitude D b ^ n)
-  simp only at h
   rw [h]
   unfold siteEnergy
```
